# Nilpotency of the singles cluster operator

In coupled-cluster theory, single excitations out of a reference determinant enter through exp(T₁), where each term of T₁ moves one electron from an occupied spin orbital to a virtual one. Applied to the reference, the exponential series must stop: with n electrons there is nothing left to excite after n steps. The number of virtual orbitals, often much larger than n, plays no part in this count. The argument refers to one particular state, however. Does T₁^(n+1) vanish as an operator, whatever it acts on? It does, and anticommutation alone is enough to show it.

## The derivation by hand

Let the spin orbitals be orthonormal, and let i, j label the n occupied ones and v, w the virtual ones, both finite in number. Write a_i for the annihilator of an occupied orbital, c_v for the creator of a virtual orbital, and t_vi for the amplitudes, which are numbers. The singles operator is

T₁ = Σ_v Σ_i t_vi c_v a_i.

The relations needed are

a_i² = 0,  a_i a_j = −a_j a_i,  c_v a_i = −a_i c_v.

The last one holds for fermions because v and i are always different orbitals, so the anticommutator of c_v and a_i has no delta term. The claim is

T₁^(n+1) = 0.

For n = 1 the reason is visible at once. With a single annihilator a and amplitudes t_v,

T₁² = Σ_v Σ_w t_v t_w c_v a c_w a = −Σ_v Σ_w t_v t_w c_v c_w a a = 0.

The creators have been moved out of the way, and a² = 0 does the rest. Nothing was asked of the product c_v c_w.

For general n, consider a product of ℓ annihilators, W = a_{i₁} a_{i₂} … a_{i_ℓ}, with W = 1 for ℓ = 0.

**Long products vanish.** If an orbital occurs twice in W, move one of its annihilators next to the other. This changes at most the sign, and the result contains a_i² = 0. If ℓ > n, some orbital must occur twice, so W = 0.

**A creator passes through W with a sign.** Each of the ℓ exchanges contributes a factor −1:

W c_v = (−1)^ℓ c_v W.

**Each factor T₁ lengthens the product.** Inserting the definition of T₁ and using the previous step,

W T₁ = Σ_v Σ_i t_vi (−1)^ℓ c_v (W a_i).

The bracket is a product of ℓ + 1 annihilators.

It follows by induction on k that W T₁^k = 0 whenever ℓ + k > n. For k = 0 this is the vanishing of long products. For the step from k to k + 1, suppose ℓ + (k + 1) > n and write

W T₁^(k+1) = Σ_v Σ_i t_vi (−1)^ℓ c_v (W a_i) T₁^k.

Since (ℓ + 1) + k > n, every term on the right is zero by the induction hypothesis. Taking W = 1 and k = n + 1 gives T₁^(n+1) = 0.

## The operators in Lean

```lean
import Mathlib

open Finset

namespace CoupledClusterSinglesNilpotency

noncomputable section

variable {R A V O : Type*} [CommRing R] [Ring A] [Algebra R A]
```

The amplitudes lie in a commutative ring `R`, for instance the real or complex numbers, and the operators in an `R`-algebra `A`, for instance the matrices on a finite Fock space. The types `V` and `O` label the virtual and occupied orbitals. No Hilbert space, adjoint or reference state is involved.

```lean
/-- The singles cluster operator `T₁ = ∑ t_{vi} c_v a_i`, with amplitudes `t`, creators `c` of
virtual orbitals and annihilators `a` of occupied orbitals. -/
def singles [Fintype V] [Fintype O] (t : V → O → R) (c : V → A) (a : O → A) : A :=
  ∑ v, ∑ i, t v i • (c v * a i)
```

This is T₁ with the index order used above: `t v i` is t_vi. The families `c` and `a` are arbitrary elements of `A`; their fermionic character enters only through the hypotheses of the theorems.

```lean
/-- The ordered product of the annihilators of the orbitals in a list. -/
def word (a : O → A) (l : List O) : A := (l.map a).prod
```

The product W is represented by the list `l` of its orbital labels, read from left to right. The empty list gives 1.

## Products of annihilators

```lean
/-- An annihilator times a product that already contains it is zero. -/
theorem mul_word_eq_zero {a : O → A} (hsq : ∀ i, a i * a i = 0)
    (haa : ∀ i j, a i * a j = -(a j * a i)) {i : O} {l : List O} (h : i ∈ l) :
    a i * word a l = 0 := by
  induction l with
  | nil => simp at h
  | cons j l ih =>
    have hw : word a (j :: l) = a j * word a l := by simp [word]
    rw [hw, ← mul_assoc]
    rcases List.mem_cons.mp h with rfl | h'
    · rw [hsq, zero_mul]
    · -- move `a i` past `a j` and use the shorter product
      rw [haa, neg_mul, mul_assoc, ih h', mul_zero, neg_zero]
```

This lemma treats a repetition that involves the first factor. The induction runs along the list. If its first label is i itself, a_i a_i = 0 ends the matter. Otherwise a_i is exchanged with the first annihilator a_j, and the shorter product behind it vanishes by the induction hypothesis.

```lean
/-- A product of more annihilators than there are occupied orbitals is zero. -/
theorem word_eq_zero_of_card_lt [Fintype O] {a : O → A} (hsq : ∀ i, a i * a i = 0)
    (haa : ∀ i j, a i * a j = -(a j * a i)) {l : List O}
    (h : Fintype.card O < l.length) : word a l = 0 := by
  -- by the pigeonhole principle some orbital is repeated
  have hd : ¬ l.Nodup := fun hn => not_le_of_gt h hn.length_le_card
  clear h
  induction l with
  | nil => exact absurd List.nodup_nil hd
  | cons i l ih =>
    have hw : word a (i :: l) = a i * word a l := by simp [word]
    rw [hw]
    by_cases hi : i ∈ l
    · exact mul_word_eq_zero hsq haa hi
    · rw [ih (fun hn => hd (List.nodup_cons.mpr ⟨hi, hn⟩)), mul_zero]
```

The pigeonhole step is `hd`: a list without repetitions (`Nodup`) cannot be longer than the number of labels, `Fintype.card O`, which is n. The induction then locates the repetition. Either the first orbital occurs again later, and the previous lemma applies, or the repetition lies in the rest of the list, which already gives zero.

```lean
/-- Moving an operator that anticommutes with every annihilator through a product of `k`
annihilators gives the sign `(-1)^k`. -/
theorem word_mul_create {a : O → A} {x : A} (hx : ∀ i, x * a i = -(a i * x)) (l : List O) :
    word a l * x = (-1 : ℤ) ^ l.length • (x * word a l) := by
  induction l with
  | nil => simp [word]
  | cons i l ih =>
    have hw : word a (i :: l) = a i * word a l := by simp [word]
    have h1 : a i * x = -(x * a i) := by rw [hx i, neg_neg]
    rw [hw, mul_assoc, ih, mul_smul_comm, ← mul_assoc, h1, neg_mul, mul_assoc,
      List.length_cons, pow_succ, mul_smul, neg_smul, one_smul]
```

Here `x` is any element that anticommutes with every a_i; later it will be c_v. The sign (−1)^ℓ appears as `(-1 : ℤ) ^ l.length`. In the induction step, `x` first passes through the tail of the product and then through the leading a_i, which supplies one more minus sign.

## The induction on the power

```lean
/-- A product of annihilators times `T₁^k` is zero as soon as the number of annihilators plus `k`
exceeds the number of occupied orbitals. -/
theorem word_mul_singles_pow [Fintype V] [Fintype O] (t : V → O → R) {c : V → A} {a : O → A}
    (hsq : ∀ i, a i * a i = 0) (haa : ∀ i j, a i * a j = -(a j * a i))
    (hca : ∀ v i, c v * a i = -(a i * c v)) (k : ℕ) (l : List O)
    (h : Fintype.card O < l.length + k) : word a l * singles t c a ^ k = 0 := by
  induction k generalizing l with
  | zero =>
    rw [pow_zero, mul_one]
    exact word_eq_zero_of_card_lt hsq haa (by omega)
  | succ k ih =>
    -- one factor of `T₁` lengthens the product by one annihilator
    have step : word a l * singles t c a =
        ∑ v, ∑ i, t v i • ((-1 : ℤ) ^ l.length • (c v * word a (l ++ [i]))) := by
      simp only [singles, Finset.mul_sum]
      refine Finset.sum_congr rfl fun v _ => Finset.sum_congr rfl fun i _ => ?_
      have hw : word a (l ++ [i]) = word a l * a i := by simp [word]
      rw [hw, mul_smul_comm, ← mul_assoc, word_mul_create (hca v), smul_mul_assoc, mul_assoc]
    rw [pow_succ', ← mul_assoc, step, Finset.sum_mul]
    refine Finset.sum_eq_zero fun v _ => ?_
    rw [Finset.sum_mul]
    refine Finset.sum_eq_zero fun i _ => ?_
    have hlen : Fintype.card O < (l ++ [i]).length + k := by
      rw [List.length_append, List.length_singleton]
      omega
    rw [smul_mul_assoc, smul_mul_assoc, mul_assoc, ih _ hlen, mul_zero, smul_zero, smul_zero]
```

The hypothesis `h` is the condition ℓ + k > n. The phrase `generalizing l` matters, because the step from k to k + 1 uses the induction hypothesis for the longer list `l ++ [i]` and not for `l`. The equation `step` is the formula for W T₁ derived by hand. After it has been inserted, the two uses of `Finset.sum_eq_zero` reduce the goal to a single term of the double sum, and `ih _ hlen` makes that term zero.

```lean
/-- With `n` occupied orbitals, `T₁^(n+1) = 0` for any finite number of virtual orbitals and any
amplitudes; no relation among the virtual creators is assumed. -/
theorem singles_pow_occupied [Fintype V] [Fintype O] (t : V → O → R) {c : V → A} {a : O → A}
    (hsq : ∀ i, a i * a i = 0) (haa : ∀ i j, a i * a j = -(a j * a i))
    (hca : ∀ v i, c v * a i = -(a i * c v)) :
    singles t c a ^ (Fintype.card O + 1) = 0 := by
  have h := word_mul_singles_pow t hsq haa hca (Fintype.card O + 1) [] (by simp)
  have h1 : word a ([] : List O) = 1 := by simp [word]
  rwa [h1, one_mul] at h
```

This is the main result. The three hypotheses `hsq`, `haa` and `hca` are the three relations listed at the start, and the proof takes the empty product with k = n + 1. The amplitudes are arbitrary. With no occupied orbitals the statement reads T₁ = 0, as it should for an empty sum.

The hypothesis `haa` includes the case i = j, which says 2a_i² = 0. Over the real or complex numbers this already implies `hsq`; stating `hsq` separately lets the theorem hold over every commutative ring.

The relation between creators and annihilators is essential. Take one orbital and let it count as both occupied and virtual, so that c = a† and n = 1. Then a² = 0 still holds, but ca + ac = 1 instead of 0. The singles operator with unit amplitude is now the number operator N = a†a, which satisfies N² = N ≠ 0, and no power of it vanishes. The separation of the orbitals into two disjoint sets is what makes T₁ nilpotent.

## When the virtual orbitals are fewer

Let q be the number of virtual orbitals. Physical creators also satisfy c_v² = 0 and c_v c_w = −c_w c_v. With these relations the argument can be run with the roles exchanged, since

T₁ = Σ_i Σ_v (−t_vi) a_i c_v

has the same form as before, with the c_v in the place of the annihilators. Hence T₁^(q+1) = 0 as well, and the smaller of the two exponents may be used.

```lean
/-- If the virtual creators also anticommute and square to zero, `T₁^(m+1) = 0` with `m` the
smaller of the numbers of occupied and virtual orbitals. -/
theorem singles_pow_min [Fintype V] [Fintype O] (t : V → O → R) {c : V → A} {a : O → A}
    (hsq : ∀ i, a i * a i = 0) (haa : ∀ i j, a i * a j = -(a j * a i))
    (hcsq : ∀ v, c v * c v = 0) (hcc : ∀ v w, c v * c w = -(c w * c v))
    (hca : ∀ v i, c v * a i = -(a i * c v)) :
    singles t c a ^ (min (Fintype.card O) (Fintype.card V) + 1) = 0 := by
  rcases le_total (Fintype.card O) (Fintype.card V) with h | h
  · rw [min_eq_left h]
    exact singles_pow_occupied t hsq haa hca
  · -- exchange the roles of creators and annihilators
    have hswap : singles t c a = singles (fun i v => -t v i) a c := by
      unfold singles
      rw [Finset.sum_comm]
      refine Finset.sum_congr rfl fun i _ => Finset.sum_congr rfl fun v _ => ?_
      rw [hca v i, smul_neg, neg_smul]
    rw [min_eq_right h, hswap]
    exact singles_pow_occupied _ hcsq hcc (fun i v => by rw [hca v i, neg_neg])
```

The proof distinguishes n ≤ q from q ≤ n. In the second case `hswap` is the rewriting of T₁ just given, and the main theorem is applied to the exchanged families.

## The exponential as a finite sum

With m = min(n, q), the exponential series reduces to

exp(T₁) = Σ_{k=0}^{m} T₁^k / k!.

```lean
/-- The exponential of `T₁` is a finite sum whose highest power is the smaller of the numbers of
occupied and virtual orbitals. -/
theorem exp_singles_eq_sum [Module ℚ A] [Fintype V] [Fintype O] (t : V → O → R)
    {c : V → A} {a : O → A}
    (hsq : ∀ i, a i * a i = 0) (haa : ∀ i j, a i * a j = -(a j * a i))
    (hcsq : ∀ v, c v * c v = 0) (hcc : ∀ v w, c v * c w = -(c w * c v))
    (hca : ∀ v i, c v * a i = -(a i * c v)) :
    IsNilpotent.exp (singles t c a) =
      ∑ k ∈ range (min (Fintype.card O) (Fintype.card V) + 1),
        (k.factorial : ℚ)⁻¹ • singles t c a ^ k :=
  IsNilpotent.exp_eq_sum (singles_pow_min t hsq haa hcsq hcc hca)
```

`IsNilpotent.exp` is the algebraic exponential of a nilpotent element, a finite sum that needs no notion of convergence. For real or complex matrices it agrees with the usual exponential series, whose remaining terms are zero. The assumption `Module ℚ A` allows division by k!. The range runs over k = 0, …, m, because `range (m + 1)` stops before m + 1.

In a program that stores a state as a vector x over all determinants of a small, finite spin-orbital basis, exp(T₁)x can be built by the recursion

x₀ = x,  x_k = T₁ x_{k−1} / k,

followed by adding x₀, …, x_m. No convergence threshold is needed. With ten occupied and four virtual spin orbitals, four applications of T₁ suffice for any starting vector, and a fifth must give zero. The orbitals to be counted are spin orbitals: a doubly occupied spatial orbital contributes two to n.

The result concerns single excitations only. It gives no exponent for a cluster operator that also contains doubles or higher excitations, and it says nothing about the values of the amplitudes.

## A case where the exponent is sharp

For one occupied and one virtual orbital the theorem gives T₁² = 0. To see that the exponent cannot be lowered to 1, it is enough to exhibit operators with the required relations and T₁ ≠ 0. In the basis |00⟩, |01⟩, |10⟩, |11⟩, with the virtual occupation written first, the creator acts as

c|00⟩ = |10⟩,  c|01⟩ = |11⟩,

and gives zero on the other two states.

```lean
/-- Jordan–Wigner matrix of the creator of one virtual orbital, in the occupation basis
`00, 01, 10, 11` (virtual orbital first, occupied orbital second). -/
def virtualCreator : Matrix (Fin 4) (Fin 4) ℤ :=
  !![0, 0, 0, 0; 0, 0, 0, 0; 1, 0, 0, 0; 0, 1, 0, 0]
```

The annihilator of the occupied orbital must pass the virtual one, which produces the Jordan–Wigner sign:

a|01⟩ = |00⟩,  a|11⟩ = −|10⟩.

It gives zero on |00⟩ and |10⟩.

```lean
/-- Jordan–Wigner matrix of the annihilator of one occupied orbital, in the same basis. -/
def occupiedAnnihilator : Matrix (Fin 4) (Fin 4) ℤ :=
  !![0, 1, 0, 0; 0, 0, 0, 0; 0, 0, 0, -1; 0, 0, 0, 0]
```

With unit amplitude T₁ = ca, and

T₁|01⟩ = c|00⟩ = |10⟩.

This is the excitation of the reference |01⟩. On the other three basis states T₁ gives zero, so its matrix has a single nonzero entry.

```lean
/-- The two Jordan–Wigner matrices square to zero and anticommute, and with unit amplitude their
singles operator satisfies `T₁^1 ≠ 0`. -/
theorem singles_pow_witness :
    occupiedAnnihilator * occupiedAnnihilator = 0 ∧
    virtualCreator * virtualCreator = 0 ∧
    virtualCreator * occupiedAnnihilator = -(occupiedAnnihilator * virtualCreator) ∧
    singles (fun _ _ => (1 : ℤ)) (fun _ : Fin 1 => virtualCreator)
      (fun _ : Fin 1 => occupiedAnnihilator) ^ 1 ≠ 0 := by
  have h : singles (fun _ _ => (1 : ℤ)) (fun _ : Fin 1 => virtualCreator)
      (fun _ : Fin 1 => occupiedAnnihilator) = virtualCreator * occupiedAnnihilator := by
    simp [singles]
  rw [h, pow_one]
  refine ⟨?_, ?_, ?_, ?_⟩ <;> decide +kernel

end

end CoupledClusterSinglesNilpotency
```

The type `Fin 1` provides one label for each kind of orbital, so the double sum has one term, as `h` records. The four remaining statements concern explicit integer matrices and are settled by evaluation with `decide +kernel`. The example establishes sharpness for n = 1; larger n is not treated here.

```lean
#print axioms CoupledClusterSinglesNilpotency.exp_singles_eq_sum
```

```
'CoupledClusterSinglesNilpotency.exp_singles_eq_sum' depends on axioms: [propext, Classical.choice, Quot.sound]
```
